# A Lower Bound on the Decay Rate of Lateral Density Components in a Constant Vacuum Potential

In Hartree units, with the vacuum level as the zero of energy, an orbital of energy $-k^2/2$ outside a film is taken as a finite sum of in-plane waves $K$, each falling off with height $z$ as $e^{-\kappa(K)z}$, where $\kappa(K)=\sqrt{k^2+|K|^2}$. Two waves $K$ and $K+G$ feed the density component $G$ with the decay rate $\kappa(K)+\kappa(K+G)$, and the file proves that for $k>0$ this rate is at least $\sqrt{4k^2+|G|^2}$, with equality exactly when $K=-G/2$.

```lean
import Mathlib

open ComplexConjugate
open scoped Classical

namespace FilmVacuumDecay

noncomputable section

variable {V : Type*} [NormedAddCommGroup V] [InnerProductSpace ℝ V]

/-- Decay rate into the vacuum of the plane wave with in-plane wave vector `K`,
for an orbital of energy `-k²/2` in Hartree units. -/
def decay (k : ℝ) (K : V) : ℝ := √(k ^ 2 + ‖K‖ ^ 2)

/-- Vacuum orbital at in-plane position `r` and height `z`: a finite sum of plane waves
`K ∈ S` with amplitudes `c K`, each with its own exponential tail. -/
def orbital (k : ℝ) (S : Finset V) (c : V → ℂ) (r : V) (z : ℝ) : ℂ :=
  ∑ K ∈ S, c K * ((Real.exp (-decay k K * z) : ℝ) : ℂ) *
    Complex.exp (Complex.I * ((inner ℝ K r : ℝ) : ℂ))

/-- Density component `G` at height `z`: the sum over all pairs of plane waves of the
orbital whose wave vectors differ by `G`. -/
def densityComponent (k : ℝ) (S : Finset V) (c : V → ℂ) (G : V) (z : ℝ) : ℂ :=
  ∑ p ∈ (S ×ˢ S).filter (fun p => p.2 - p.1 = G),
    conj (c p.1) * c p.2 * ((Real.exp (-(decay k p.1 + decay k p.2) * z) : ℝ) : ℂ)

omit [InnerProductSpace ℝ V] in
/-- The squared decay rate is `k² + |K|²`. -/
theorem decay_sq (k : ℝ) (K : V) : decay k K ^ 2 = k ^ 2 + ‖K‖ ^ 2 :=
  Real.sq_sqrt (by positivity)

omit [InnerProductSpace ℝ V] in
/-- The second derivative of the tail `exp (-κ z)` is `k² + |K|²` times the tail: the vacuum
Schrödinger equation at energy `-k²/2` for in-plane wave vector `K`. -/
theorem tail_schrodinger (k : ℝ) (K : V) (z : ℝ) :
    HasDerivAt (fun z => Real.exp (-decay k K * z))
      (-decay k K * Real.exp (-decay k K * z)) z ∧
    HasDerivAt (fun z => -decay k K * Real.exp (-decay k K * z))
      ((k ^ 2 + ‖K‖ ^ 2) * Real.exp (-decay k K * z)) z := by
  have h : HasDerivAt (fun z => Real.exp (-decay k K * z))
      (-decay k K * Real.exp (-decay k K * z)) z :=
    (((hasDerivAt_id' z).const_mul (-decay k K)).exp).congr_deriv (by ring)
  exact ⟨h, (h.const_mul (-decay k K)).congr_deriv (by rw [← decay_sq]; ring)⟩

/-- The squared decay rate of a pair of waves is `4k² + |G|²` plus an explicit term. -/
theorem pair_decay_sq (k : ℝ) (K G : V) :
    (decay k K + decay k (K + G)) ^ 2 = 4 * k ^ 2 + ‖G‖ ^ 2 +
      2 * (decay k K * decay k (K + G) - (k ^ 2 - inner ℝ (K + G) K)) := by
  have h := norm_sub_sq_real (K + G) K
  rw [add_sub_cancel_left] at h
  linear_combination decay_sq k K + decay_sq k (K + G) - h

/-- Cauchy–Schwarz estimate for the product of two decay rates, with a remainder that measures, for
`k ≠ 0`, how far the two wave vectors are from being opposite. -/
theorem decay_mul_bound (k : ℝ) (K G : V) :
    (k ^ 2 - inner ℝ (K + G) K) ^ 2 + k ^ 2 * ‖K + G + K‖ ^ 2 ≤
      (decay k K * decay k (K + G)) ^ 2 := by
  have hcs : (inner ℝ (K + G) K : ℝ) ^ 2 ≤ (‖K + G‖ * ‖K‖) ^ 2 := by
    apply sq_le_sq.mpr
    rw [abs_of_nonneg (by positivity : 0 ≤ ‖K + G‖ * ‖K‖)]
    exact abs_real_inner_le_norm _ _
  rw [mul_pow, decay_sq, decay_sq, norm_add_sq_real (K + G) K]
  nlinarith [hcs]

/-- No pair of waves differing by `G` decays more slowly than `√(4k² + |G|²)`. -/
theorem pair_decay_ge (k : ℝ) (K G : V) :
    √(4 * k ^ 2 + ‖G‖ ^ 2) ≤ decay k K + decay k (K + G) := by
  have h0 : 0 ≤ decay k K := Real.sqrt_nonneg _
  have h1 : 0 ≤ decay k (K + G) := Real.sqrt_nonneg _
  have h2 : 0 ≤ k ^ 2 * ‖K + G + K‖ ^ 2 := by positivity
  have h3 : (k ^ 2 - inner ℝ (K + G) K) ^ 2 ≤ (decay k K * decay k (K + G)) ^ 2 := by
    linarith [decay_mul_bound k K G]
  have h4 := (le_abs_self _).trans (abs_le_of_sq_le_sq h3 (mul_nonneg h0 h1))
  refine Real.sqrt_le_iff.mpr ⟨add_nonneg h0 h1, ?_⟩
  rw [pair_decay_sq]
  linarith

/-- For `k > 0`, the decay rate of a pair of waves differing by `G` is at least
`√(4k² + |G|²)`, and this value is reached exactly for `K = -G/2`. -/
theorem slowest_decay {k : ℝ} (hk : 0 < k) (K G : V) :
    √(4 * k ^ 2 + ‖G‖ ^ 2) ≤ decay k K + decay k (K + G) ∧
    (decay k K + decay k (K + G) = √(4 * k ^ 2 + ‖G‖ ^ 2) ↔ K = -(1 / 2 : ℝ) • G) := by
  refine ⟨pair_decay_ge k K G, fun h => ?_, fun h => ?_⟩
  · -- equality of the rates leaves no room for the remainder
    have h1 := pair_decay_sq k K G
    rw [h, Real.sq_sqrt (by positivity)] at h1
    have h2 : decay k K * decay k (K + G) = k ^ 2 - inner ℝ (K + G) K := by linarith
    have h3 := decay_mul_bound k K G
    rw [h2] at h3
    have h4 : ‖K + G + K‖ ^ 2 ≤ 0 := by
      by_contra hc
      have := mul_pos (pow_pos hk 2) (not_le.mp hc)
      linarith
    have h5 : K + G + K = 0 :=
      norm_eq_zero.mp (pow_eq_zero_iff two_ne_zero |>.mp (le_antisymm h4 (sq_nonneg _)))
    linear_combination (norm := module) (1 / 2 : ℝ) • h5
  · -- opposite wave vectors have equal decay rates
    have h1 : K + G = (1 / 2 : ℝ) • G := by rw [h]; module
    have h2 : decay k K = decay k ((1 / 2 : ℝ) • G) := by
      unfold decay
      rw [h, neg_smul, norm_neg]
    have hn : ‖(1 / 2 : ℝ) • G‖ = ‖G‖ / 2 := by
      rw [norm_smul, Real.norm_of_nonneg (by norm_num)]; ring
    have h3 := decay_sq k ((1 / 2 : ℝ) • G)
    rw [hn] at h3
    have h4 : 0 ≤ decay k ((1 / 2 : ℝ) • G) := Real.sqrt_nonneg _
    have h5 : 4 * k ^ 2 + ‖G‖ ^ 2 =
        (decay k ((1 / 2 : ℝ) • G) + decay k ((1 / 2 : ℝ) • G)) ^ 2 := by
      linear_combination -4 * h3
    rw [h1, h2, h5, Real.sqrt_sq (add_nonneg h4 h4)]

/-- The density `|ψ|²` is the Fourier sum of its components `G`, where `G` runs over the
differences of the wave vectors in the orbital. -/
theorem density_expansion (k : ℝ) (S : Finset V) (c : V → ℂ) (r : V) (z : ℝ) :
    (‖orbital k S c r z‖ : ℂ) ^ 2 = ∑ G ∈ (S ×ˢ S).image (fun p => p.2 - p.1),
      densityComponent k S c G z * Complex.exp (Complex.I * ((inner ℝ G r : ℝ) : ℂ)) := by
  have hpair : conj (orbital k S c r z) * orbital k S c r z = ∑ p ∈ S ×ˢ S,
      conj (c p.1) * c p.2 * ((Real.exp (-(decay k p.1 + decay k p.2) * z) : ℝ) : ℂ) *
        Complex.exp (Complex.I * ((inner ℝ (p.2 - p.1) r : ℝ) : ℂ)) := by
    unfold orbital
    rw [map_sum, Finset.sum_mul_sum, Finset.sum_product]
    refine Finset.sum_congr rfl fun K _ => Finset.sum_congr rfl fun L _ => ?_
    have e1 : ((Real.exp (-(decay k K + decay k L) * z) : ℝ) : ℂ) =
        ((Real.exp (-decay k K * z) : ℝ) : ℂ) * ((Real.exp (-decay k L * z) : ℝ) : ℂ) := by
      rw [← Complex.ofReal_mul, ← Real.exp_add]
      congr 2
      ring
    have e2 : Complex.exp (Complex.I * ((inner ℝ (L - K) r : ℝ) : ℂ)) =
        conj (Complex.exp (Complex.I * ((inner ℝ K r : ℝ) : ℂ))) *
          Complex.exp (Complex.I * ((inner ℝ L r : ℝ) : ℂ)) := by
      rw [← Complex.exp_conj, ← Complex.exp_add, inner_sub_left]
      congr 1
      simp only [map_mul, Complex.conj_I, Complex.conj_ofReal, Complex.ofReal_sub]
      ring
    simp only [map_mul, Complex.conj_ofReal]
    rw [e1, e2]
    ring
  -- collect the pairs with the same difference
  rw [← Complex.conj_mul', hpair, ← Finset.sum_fiberwise_of_maps_to (s := S ×ˢ S)
    (t := (S ×ˢ S).image (fun p => p.2 - p.1)) (g := fun p : V × V => p.2 - p.1)
    (fun p hp => Finset.mem_image_of_mem _ hp)]
  refine Finset.sum_congr rfl fun G _ => ?_
  unfold densityComponent
  rw [Finset.sum_mul]
  refine Finset.sum_congr rfl fun p hp => ?_
  have h : p.2 - p.1 = G := (Finset.mem_filter.mp hp).2
  rw [h]

/-- For `z ≥ 0`, the absolute value of the density component `G` is at most the squared sum of the
amplitudes `|c K|` times `exp (-√(4k² + |G|²) z)`. -/
theorem component_bound (k : ℝ) (S : Finset V) (c : V → ℂ) (G : V) {z : ℝ} (hz : 0 ≤ z) :
    ‖densityComponent k S c G z‖ ≤
      (∑ K ∈ S, ‖c K‖) ^ 2 * Real.exp (-√(4 * k ^ 2 + ‖G‖ ^ 2) * z) := by
  unfold densityComponent
  calc _ ≤ ∑ p ∈ (S ×ˢ S).filter (fun p => p.2 - p.1 = G),
        ‖c p.1‖ * ‖c p.2‖ * Real.exp (-√(4 * k ^ 2 + ‖G‖ ^ 2) * z) := by
        -- each pair decays at least as fast as the slowest possible one
        refine (norm_sum_le _ _).trans (Finset.sum_le_sum fun p hp => ?_)
        have h0 : p.2 - p.1 = G := (Finset.mem_filter.mp hp).2
        have h : p.2 = p.1 + G := by rw [← h0]; abel
        have hd : √(4 * k ^ 2 + ‖G‖ ^ 2) ≤ decay k p.1 + decay k p.2 := by
          rw [h]; exact pair_decay_ge k p.1 G
        rw [norm_mul, norm_mul, RCLike.norm_conj, Complex.norm_real,
          Real.norm_of_nonneg (Real.exp_pos _).le]
        refine mul_le_mul_of_nonneg_left (Real.exp_le_exp.mpr ?_) (by positivity)
        linarith [mul_le_mul_of_nonneg_right hd hz]
    _ ≤ ∑ p ∈ S ×ˢ S, ‖c p.1‖ * ‖c p.2‖ * Real.exp (-√(4 * k ^ 2 + ‖G‖ ^ 2) * z) :=
        Finset.sum_le_sum_of_subset_of_nonneg (Finset.filter_subset _ _)
          fun p _ _ => by positivity
    _ = _ := by
        rw [← Finset.sum_mul, sq (∑ K ∈ S, ‖c K‖), Finset.sum_mul_sum, Finset.sum_product]

end

end FilmVacuumDecay
```

```lean
#print axioms FilmVacuumDecay.tail_schrodinger
#print axioms FilmVacuumDecay.slowest_decay
#print axioms FilmVacuumDecay.density_expansion
#print axioms FilmVacuumDecay.component_bound
```

```
'FilmVacuumDecay.tail_schrodinger' depends on axioms: [propext, Classical.choice, Quot.sound]
'FilmVacuumDecay.slowest_decay' depends on axioms: [propext, Classical.choice, Quot.sound]
'FilmVacuumDecay.density_expansion' depends on axioms: [propext, Classical.choice, Quot.sound]
'FilmVacuumDecay.component_bound' depends on axioms: [propext, Classical.choice, Quot.sound]
```

## The objects and the statements about them

The type `V` holds the in-plane vectors, both positions $r$ and wave vectors $K$. It may be any real inner-product space; for a film it is the Euclidean plane. The rate $\kappa(K)$ is `decay k K`.

The orbital is built from a finite set `S` of wave vectors and complex amplitudes `c`:

$$\psi(r,z)=\sum_{K\in S}c_K\,e^{-\kappa(K)z}\,e^{iK\cdot r}.$$

The amplitudes refer to the plane $z=0$ and need not be normalised. The density component $G$ collects all ordered pairs from `S` whose difference is $G$:

$$n_G(z)=\sum_{\substack{K,L\in S\\ L-K=G}}\overline{c_K}\,c_L\,e^{-(\kappa(K)+\kappa(L))z}.$$

In `densityComponent` the pair $(K,L)$ is `p`, with $K$ = `p.1` and $L$ = `p.2`. If no pair has the difference $G$, the component is zero.

Three theorems carry the physical content.

- `slowest_decay` assumes $k>0$ and states the inequality for a pair together with its equality case.
- `density_expansion` states that $|\psi|^2=\sum_G n_G(z)\,e^{iG\cdot r}$, where $G$ runs over the differences of wave vectors in `S`. The name "density component" is thereby earned and not merely assigned.
- `component_bound` states that for $z\ge 0$
$$|n_G(z)|\le\Big(\sum_{K\in S}|c_K|\Big)^2 e^{-\sqrt{4k^2+|G|^2}\,z}.$$

## The vacuum that the model describes

The potential is constant above the plane $z=0$, and the orbital is bound with energy $-k^2/2$, so $k>0$ means that it lies below the vacuum level. A wave with in-plane vector $K$ spends $|K|^2/2$ of kinetic energy on its lateral motion. What remains for the perpendicular motion is $-(k^2+|K|^2)/2$, and its tail $f$ must satisfy

$$f''(z)=(k^2+|K|^2)\,f(z).$$

The decaying solution is $f(z)=e^{-\kappa(K)z}$. Differentiating once gives $-\kappa f$, and differentiating again gives $\kappa^2f$. These are the two derivatives in `tail_schrodinger`, with `decay_sq` replacing $\kappa^2$ by $k^2+|K|^2$. The separation into lateral and perpendicular motion is done here in prose; the theorem treats the equation in $z$.

The model leaves out the image potential, any lateral variation of the potential in the vacuum, and infinite sums of plane waves. It concerns the density of one orbital. Within these limits, the result bears on scanning tunnelling images in the simple picture where the tip probes the density of states at its own position: fine lateral detail has a smaller upper envelope at large height than coarse detail does.

## Why a pair cannot decay more slowly

Write $L=K+G$, $a=\kappa(K)$ and $b=\kappa(L)$. The squares of the rates add up to

$$a^2+b^2=2k^2+|K|^2+|L|^2 .$$

Since $G=L-K$, we also have $|G|^2=|K|^2+|L|^2-2L\cdot K$. Eliminating $|K|^2+|L|^2$ gives

$$(a+b)^2=a^2+b^2+2ab=4k^2+|G|^2+2\big[ab-(k^2-L\cdot K)\big].$$

This is `pair_decay_sq`. The Lean proof expands $|L-K|^2$ and lets `linear_combination` add up the same three identities.

It remains to show that the bracket is not negative. The product of the rates satisfies

$$a^2b^2=(k^2+|K|^2)(k^2+|L|^2)=k^4+k^2(|K|^2+|L|^2)+|K|^2|L|^2,$$

while

$$(k^2-L\cdot K)^2+k^2|L+K|^2=k^4+k^2(|K|^2+|L|^2)+(L\cdot K)^2,$$

because the two terms $\mp 2k^2\,L\cdot K$ cancel. By Cauchy–Schwarz, $(L\cdot K)^2\le|K|^2|L|^2$, and therefore

$$(k^2-L\cdot K)^2+k^2|L+K|^2\le a^2b^2 .$$

This is `decay_mul_bound`. Its first step, `hcs`, is the squared Cauchy–Schwarz inequality; `nlinarith` then does the comparison of the two expansions.

Dropping the nonnegative term $k^2|L+K|^2$ leaves $(k^2-L\cdot K)^2\le(ab)^2$. As $ab\ge0$, it follows that $k^2-L\cdot K\le|k^2-L\cdot K|\le ab$. The bracket is thus nonnegative, so $(a+b)^2\ge4k^2+|G|^2$, and taking roots gives the bound. The theorem `pair_decay_ge` follows this order, and it holds for every real $k$.

## When the bound is reached

Suppose that $a+b=\sqrt{4k^2+|G|^2}$. Then the bracket vanishes and $ab=k^2-L\cdot K$. Inserting this into the last displayed inequality leaves

$$k^2|L+K|^2\le0 .$$

With $k>0$ this forces $L+K=2K+G=0$, that is, $K=-G/2$. In `slowest_decay` the step is `h4`, where a positive value of $|L+K|^2$ would contradict the inequality, and `h5` turns the vanishing norm into a vanishing vector.

Conversely, if $K=-G/2$, then $L=G/2$. The two waves have equal rates, and

$$a+b=2\sqrt{k^2+|G|^2/4}=\sqrt{4k^2+|G|^2}.$$

The second half of the Lean proof does this computation, with `hn` supplying the norm of $G/2$.

The limit $k\to0$ shows what the positive binding energy contributes. At $k=0$ the rate is $|K|+|K+G|$, and the inequality becomes the triangle inequality $|K|+|K+G|\ge|G|$. For $G\ne0$ it is an equality for every $K=-tG$ with $0\le t\le1$, so the slowest pair is no longer unique.

## From pairs of waves to the density

Multiplying $\overline{\psi}$ by $\psi$ gives a double sum:

$$|\psi|^2=\sum_{K,L\in S}\overline{c_K}\,c_L\,e^{-(\kappa(K)+\kappa(L))z}\,e^{i(L-K)\cdot r}.$$

All pairs with the same $L-K=G$ share the lateral factor $e^{iG\cdot r}$, and collecting them gives $\sum_Gn_G(z)\,e^{iG\cdot r}$. In `density_expansion` the double sum is `hpair`, where `e1` joins the two real exponentials and `e2` the two phases. The collection by differences is done by `Finset.sum_fiberwise_of_maps_to`.

For the bound on $n_G$, take absolute values term by term. Each pair in the sum has $L=K+G$, so for $z\ge0$ its exponential is at most $e^{-\sqrt{4k^2+|G|^2}\,z}$. Hence

$$|n_G(z)|\le e^{-\sqrt{4k^2+|G|^2}\,z}\sum_{\substack{K,L\in S\\L-K=G}}|c_K||c_L|\le e^{-\sqrt{4k^2+|G|^2}\,z}\Big(\sum_{K\in S}|c_K|\Big)^2 .$$

The last step admits all pairs, including those with other differences, and then factorises the double sum. The `calc` block in `component_bound` has these steps in the same order.

## Two waves, and the uniform background

The smallest orbital with a pair that reaches the lower bound on the decay rate for a given $G\ne0$ has the two waves $-G/2$ and $G/2$. With nonzero amplitudes $c_-$ and $c_+$ its density is

$$|\psi|^2=e^{-\sqrt{4k^2+|G|^2}\,z}\Big(|c_-|^2+|c_+|^2+2\,\mathrm{Re}\big[\overline{c_-}\,c_+\,e^{iG\cdot r}\big]\Big).$$

The modulation and the laterally uniform part decay together here, so the relative contrast is the same at every height. A larger $|G|$ lowers the envelope of a component, but this alone does not make the component small compared with the uniform one.

The situation changes when the wave $K=0$ is present with amplitude $c_0\ne0$. All terms of $n_0$ are nonnegative, so $n_0(z)\ge|c_0|^2e^{-2kz}$, and for $G\neq0$ the ratio $|n_G|/n_0$ falls at least as fast as a constant times $e^{-(\sqrt{4k^2+|G|^2}-2k)z}$. This lower bound on the uniform part is a short supplement to the file, which bounds the components only from above. For $k=0.5$ and $|G|=1$ in atomic units the exponent is about $-0.414\,z$, which gives a factor of about $0.016$ over a height of 10 bohr.

## Bloch vectors and film LAPW calculations

In a film calculation with Bloch vector $q$, the waves are $K=q+g$, where $g$ runs over a finite set of two-dimensional reciprocal lattice vectors. The vacuum density is assembled from products of the vacuum functions of two such waves, sorted by the difference of their $g$. The sorting is that of `densityComponent`, but the vacuum functions differ. For each wave the basis normally contains a numerical solution in the laterally averaged potential, taken at a chosen energy parameter, and the energy derivative of that solution. Where the potential is flat, the solution is a simple exponential, while its energy derivative also has a part proportional to $z\,e^{-\kappa z}$. The theorems of this file therefore describe the idealised orbital and do not apply literally to an LAPW density. Components related by symmetry are gathered into stars; their vectors have the same length, so one value of the bound serves a whole star.

For orbitals of the exponential form used here, the equality case also says which Bloch vectors can supply the slowest pair. The condition $q+g=-G/2$ requires $q$ to be half a reciprocal lattice vector, up to a reciprocal lattice vector. Such points are the zone centre and certain points on the zone boundary. If the sampling mesh misses the point belonging to a given $G$, every pair that feeds this component decays strictly faster than the bound for its value of $k$. For a density summed over several such orbitals, $\sqrt{4k^2+|G|^2}$ with the smallest $k$ among them is a lower bound on the rate of every contributing pair, but a given mesh need not contain a pair that reaches it.
